# Labelled A/B/C stackings of close-packed layers with period n ≥ 1 number 2ⁿ + 2(−1)ⁿ

## Layers, periods and the contact rule

In a stack of close-packed layers, each layer sits at one of three lateral positions, called A, B and C. The spheres of a layer rest in hollows of the layer below, so a layer at A can be followed by one at B or C but not by another at A. This exclusion is the only physics in the model. The layers are ideal and rigid, and no energy distinguishes one allowed sequence from another.

A stacking of period \(n\) is a map \(s\) from the integers modulo \(n\) to the set of positions, with

\[ s(k+1) \neq s(k) \quad\text{for every } k . \]

Since \(k\) is taken modulo \(n\), the rule also applies between the last layer and the first. The term "ABC stacking" is used here for every such sequence of the three letters, not only for the fcc sequence ABCABC. Three conventions fix what is counted:

- Sequences are labelled. ABC, BCA and CAB are three stackings, although they differ only in where the count starts. Relabelled and reversed sequences are also kept apart.
- The number \(n\) is a period, not necessarily the shortest one, so ABAB counts among the stackings of period 4.
- The letter itself must repeat after \(n\) layers. A cell whose repeat vector carries a lateral offset, such as the one-layer primitive cell of an fcc crystal, is described here by its longer period, ABC.

Within this model of ideal layers, the result gives the number of labelled sequences that fit an \(n\)-layer simulation cell repeating without lateral offset. Sequences related by a shift of the starting layer or by a relabelling of the positions describe the same crystal up to its placement and orientation, so the number of distinct structures is smaller.

```lean
import Mathlib

open Finset

namespace ClosePackedStacking
```

The three positions form a type with three elements.

```lean
/-- The three lateral positions A, B, C of a close-packed layer. -/
inductive Layer
  | A | B | C
  deriving DecidableEq

/-- The lateral positions form the finite set A, B, C. -/
instance : Fintype Layer where
  elems := {Layer.A, Layer.B, Layer.C}
  complete := by
    intro x
    cases x <;> simp
```

The stacking rule is stated for any set of positions `α`, because the argument works for any finite number \(q\) of them. In Lean the integers modulo \(n\) are `ZMod n`, whose addition supplies the periodic closure.

```lean
/-- A stacking of period `n` is allowed when successive layers never occupy the same
lateral position. -/
def IsStacking {α : Type*} {n : ℕ} (s : ZMod n → α) : Prop :=
  ∀ k, s (k + 1) ≠ s k
```

## Counting with a contact matrix

Define the contact matrix \(C\), written in italics to distinguish it from the position C, with rows and columns labelled by positions, by

\[ C_{ab} = \begin{cases} 0 & a = b,\\ 1 & a \neq b. \end{cases} \]

```lean
/-- The contact matrix: entry 0 for two equal positions, entry 1 for two different ones. -/
def contact (α : Type*) [DecidableEq α] : Matrix α α ℤ :=
  Matrix.of fun a b => if a = b then 0 else 1
```

The entries are integers, because the final formula contains \((-1)^n\). For the same reason the theorems below convert each count from a natural number to an integer.

Suppose that each configuration \(s\) comes with a list of pairs of layers, the \(i\)-th pair having positions \(u_i(s)\) and \(v_i(s)\). If all pairs differ, every factor in \(\prod_i C_{u_i(s)\,v_i(s)}\) is 1, and so is the product. If some pair coincides, one factor is 0 and the product vanishes. Summing over configurations therefore counts the allowed ones:

\[ \#\{s : v_i(s) \neq u_i(s) \text{ for all } i\} = \sum_s \prod_i C_{u_i(s)\,v_i(s)} . \]

```lean
variable {α : Type*} [Fintype α] [DecidableEq α]

omit [Fintype α] in
/-- The number of configurations in which all listed pairs of layers differ is the sum over
configurations of the product of contact-matrix entries. -/
theorem card_eq_sum {σ ι : Type*} [Fintype σ] [Fintype ι] (u v : σ → ι → α) :
    (Nat.card {s : σ // ∀ i, v s i ≠ u s i} : ℤ) =
      ∑ s, ∏ i, contact α (u s i) (v s i) := by
  classical
  rw [Nat.card_eq_fintype_card, Fintype.card_subtype, Finset.card_filter]
  push_cast
  refine Finset.sum_congr rfl fun s _ => ?_
  by_cases h : ∀ i, v s i ≠ u s i
  · rw [if_pos h]
    exact (Finset.prod_eq_one fun i _ => by simp [contact, (h i).symm]).symm
  · rw [if_neg h]
    obtain ⟨i, hi⟩ := not_forall.mp h
    have hi' := not_ne_iff.mp hi
    exact (Finset.prod_eq_zero (Finset.mem_univ i) (by simp [contact, hi'])).symm
```

Here `Nat.card` is the number of elements of the set of allowed configurations. The proof writes this number as a sum of ones and zeros, and `by_cases` separates the two situations just described. Since the pairs are arbitrary, the lemma serves both open slabs and periodic stackings.

## From an open chain to a closed ring

Let \(T\) be any square matrix indexed by positions, and let \(h(a,b)\) be any weight on the two end layers. For a chain of \(n+1\) layers \(s_0,\dots,s_n\), the claim is

\[ \sum_{s} \Big(\prod_{i=0}^{n-1} T_{s_i s_{i+1}}\Big) h(s_0,s_n) = \sum_{a,b} (T^n)_{ab}\, h(a,b) . \]

The proof is by induction on \(n\). For \(n=0\) there is one layer and no bond. The left side is \(\sum_a h(a,a)\), which equals the right side because \(T^0\) is the identity.

For the step, take a chain of \(n+2\) layers. Call the first position \(a\) and the remaining ones \(g_0,\dots,g_n\). For fixed \(a\), the sum over the rest is

\[ \sum_g \Big(\prod_{i=0}^{n-1} T_{g_i g_{i+1}}\Big)\, T_{a g_0}\, h(a,g_n) . \]

This is a shorter chain with the new end weight \(h'(c,b) = T_{ac}\,h(a,b)\). The induction hypothesis turns it into

\[ \sum_{c,b} (T^n)_{cb}\, T_{ac}\, h(a,b) = \sum_b (T^{n+1})_{ab}\, h(a,b), \]

and summing over \(a\) completes the step.

```lean
/-- Summing, over all configurations of an open chain of `n + 1` layers, the product of the
nearest-neighbour weights and any weight `h` on the two end layers, gives the `n`-th power of the
transfer matrix contracted with `h`. -/
theorem open_chain_sum {R : Type*} [CommRing R] (T : Matrix α α R) (n : ℕ) (h : α → α → R) :
    ∑ s : Fin (n + 1) → α,
      (∏ i : Fin n, T (s i.castSucc) (s i.succ)) * h (s 0) (s (Fin.last n)) =
      ∑ a, ∑ b, (T ^ n) a b * h a b := by
  induction n generalizing h with
  | zero =>
    refine (Fintype.sum_equiv (Equiv.funUnique (Fin 1) α) _ (fun a => h a a) ?_).trans ?_
    · intro s
      simp only [Fin.prod_univ_zero, one_mul]
      rfl
    · simp [Matrix.one_apply]
  | succ n ih =>
    -- split off the first layer
    have key : ∀ F : (Fin (n + 2) → α) → R,
        ∑ s, F s = ∑ a : α, ∑ g : Fin (n + 1) → α, F (Fin.cons a g) := by
      intro F
      let e : α × (Fin (n + 1) → α) ≃ (Fin (n + 2) → α) := Fin.consEquiv (fun _ => α)
      rw [← Fintype.sum_prod_type']
      exact (e.sum_comp F).symm
    rw [key]
    refine Finset.sum_congr rfl fun a _ => ?_
    -- absorb the first bond into the end weight
    refine Eq.trans ?_ ((ih fun c b => T a c * h a b).trans ?_)
    · refine Finset.sum_congr rfl fun g _ => ?_
      rw [Fin.prod_univ_succ]
      change (T a (g 0) * ∏ i : Fin n, T (g i.castSucc) (g i.succ)) * h a (g (Fin.last n)) =
        (∏ i : Fin n, T (g i.castSucc) (g i.succ)) * (T a (g 0) * h a (g (Fin.last n)))
      ring
    · simp only [pow_succ', Matrix.mul_apply, Finset.sum_mul]
      rw [Finset.sum_comm]
      refine Finset.sum_congr rfl fun b _ => Finset.sum_congr rfl fun c _ => ?_
      ring
```

The layers are indexed by `Fin (n + 1)`; bond `i` joins `i.castSucc` to `i.succ`, that is, layer \(i\) to layer \(i+1\). The phrase `generalizing h` lets the end weight change during the induction, which the step needs. The local statement `key` splits off the first layer, and the call to `ih` uses the weight \(h'\).

To close the chain into a ring, choose the end weight to be the missing bond from the last layer back to the first, \(h(a,b) = T_{ba}\). Then

\[ \sum_s \prod_{k} T_{s_k s_{k+1}} = \sum_{a,b} (T^n)_{ab}\, T_{ba} = \operatorname{tr} T^{n+1}, \]

where \(k\) runs over the \(n+1\) layers of the ring and \(k+1\) is taken cyclically.

```lean
/-- Summing the product of the nearest-neighbour weights over all configurations of a closed ring of
`n + 1` layers gives the trace of the `(n + 1)`-th power of the transfer matrix. -/
theorem periodic_sum {R : Type*} [CommRing R] (T : Matrix α α R) (n : ℕ) :
    ∑ s : Fin (n + 1) → α, ∏ k, T (s k) (s (k + 1)) = Matrix.trace (T ^ (n + 1)) := by
  have h := open_chain_sum T n (fun a b => T b a)
  refine Eq.trans ?_ (h.trans ?_)
  · refine Finset.sum_congr rfl fun s _ => ?_
    simp [Fin.prod_univ_castSucc]
  · simp only [pow_succ, Matrix.trace, Matrix.diag_apply, Matrix.mul_apply]
```

Addition in `Fin (n + 1)` wraps around, so `s (k + 1)` at the last layer is the first layer. In the proof, `Fin.prod_univ_castSucc` separates this closing bond from the others. The identity includes \(n=0\), where a single layer is bonded to itself and both sides are \(\operatorname{tr} T\).

## The trace for q lateral positions

It remains to find \(\operatorname{tr} C^n\). The contact matrix can be written with the Kronecker delta:

\[ C_{ab} = 1 - \delta_{ab} . \]

```lean
omit [Fintype α] in
/-- An entry of the contact matrix is one minus the Kronecker delta. -/
theorem contact_apply (a b : α) : contact α a b = 1 - if a = b then 1 else 0 := by
  by_cases h : a = b <;> simp [contact, h]
```

Each row of \(C\) has \(q-1\) ones and a single zero, so it sums to \(q-1\). The rows of \(C^n\) then sum to \((q-1)^n\). This is clear for \(n=0\), and if it holds for \(n\), then

\[ \sum_b (C^{n+1})_{ab} = \sum_c C_{ac} \sum_b (C^n)_{cb} = (q-1)\,(q-1)^n . \]

```lean
/-- With `q` lateral positions, every row of the `n`-th power of the contact matrix sums to
`(q - 1) ^ n`. -/
theorem row_sum (n : ℕ) (a : α) :
    ∑ b, (contact α ^ n) a b = ((Fintype.card α : ℤ) - 1) ^ n := by
  induction n generalizing a with
  | zero => simp [Matrix.one_apply]
  | succ n ih =>
    have h1 : ∑ c, contact α a c = (Fintype.card α : ℤ) - 1 := by
      simp [contact_apply, Finset.sum_sub_distrib]
    simp only [pow_succ', Matrix.mul_apply]
    rw [Finset.sum_comm]
    simp only [← Finset.mul_sum, ih]
    rw [← Finset.sum_mul, h1]
```

In Lean \(q\) is `Fintype.card α`. The statement `h1` is the row sum of \(C\) itself, and `Finset.sum_comm` exchanges the sums over \(b\) and \(c\).

The row sum gives a recursion for the diagonal entries:

\[ (C^{n+1})_{aa} = \sum_b (C^n)_{ab}\,(1-\delta_{ba}) = (q-1)^n - (C^n)_{aa} . \]

In terms of chains, those that return to \(a\) at the next step are the ones that are not already at \(a\). Write \(t_n = \operatorname{tr} C^n\). Summing over the \(q\) positions \(a\) gives

\[ t_{n+1} = q\,(q-1)^n - t_n, \qquad t_0 = q . \]

The solution is \(t_n = (q-1)^n + (q-1)(-1)^n\). It gives \(t_0 = q\), and inserting it into the recursion yields

\[ t_{n+1} = q(q-1)^n - (q-1)^n - (q-1)(-1)^n = (q-1)^{n+1} + (q-1)(-1)^{n+1} . \]

```lean
/-- With `q` lateral positions, the trace of the `n`-th power of the contact matrix is
`(q - 1) ^ n + (q - 1) (-1) ^ n`. -/
theorem trace_contact_pow (n : ℕ) :
    Matrix.trace (contact α ^ n) =
      ((Fintype.card α : ℤ) - 1) ^ n + ((Fintype.card α : ℤ) - 1) * (-1) ^ n := by
  induction n with
  | zero => simp [Matrix.trace_one]
  | succ n ih =>
    -- an `n`-step chain from `a` can step back to `a` exactly when it does not already end at `a`
    have hdiag : ∀ a : α, (contact α ^ (n + 1)) a a =
        ((Fintype.card α : ℤ) - 1) ^ n - (contact α ^ n) a a := by
      intro a
      rw [pow_succ, Matrix.mul_apply, ← row_sum n a]
      simp [contact_apply, mul_sub, Finset.sum_sub_distrib]
    have hrec : Matrix.trace (contact α ^ (n + 1)) =
        (Fintype.card α : ℤ) * ((Fintype.card α : ℤ) - 1) ^ n
          - Matrix.trace (contact α ^ n) := by
      simp only [Matrix.trace, Matrix.diag_apply, hdiag, Finset.sum_sub_distrib,
        Finset.sum_const, Finset.card_univ, nsmul_eq_mul]
    rw [hrec, ih]
    ring
```

The two displayed recursions are `hdiag` and `hrec`, and the final `ring` does the algebra of the last line.

## Slabs and periodic stackings

For an open slab of \(n+1\) layers there is no closing bond. Setting \(h = 1\) in the chain formula leaves the sum of all entries of \(C^n\), which is \(q\) rows of \((q-1)^n\) each:

\[ \#\text{slabs} = q\,(q-1)^n . \]

This agrees with direct counting: \(q\) choices for the first layer and \(q-1\) for each of the \(n\) layers above it. For ABC positions it is \(3\cdot 2^n\).

```lean
/-- An open slab of `n + 1` layers with `q` lateral positions has `q (q - 1) ^ n` stackings in
which neighbouring layers differ. -/
theorem card_slab (n : ℕ) :
    (Nat.card {s : Fin (n + 1) → α // ∀ i : Fin n, s i.succ ≠ s i.castSucc} : ℤ) =
      (Fintype.card α : ℤ) * ((Fintype.card α : ℤ) - 1) ^ n := by
  have h := open_chain_sum (contact α) n (fun _ _ => 1)
  simp only [mul_one, row_sum, Finset.sum_const, Finset.card_univ, nsmul_eq_mul] at h
  exact (card_eq_sum (fun (s : Fin (n + 1) → α) (i : Fin n) => s i.castSucc)
    (fun s i => s i.succ)).trans h
```

For a periodic stacking, the pairs to be compared are \(s(k)\) and \(s(k+1)\) for every \(k\) modulo \(n\). The counting lemma, the ring formula and the trace combine to give, for \(n \ge 1\),

\[ \#\{s\} = \sum_s \prod_k C_{s(k)\,s(k+1)} = \operatorname{tr} C^n = (q-1)^n + (q-1)(-1)^n . \]

```lean
/-- With `q` lateral positions, the number of allowed stackings of period `n ≥ 1` is
`(q - 1) ^ n + (q - 1) (-1) ^ n`. -/
theorem card_periodic {n : ℕ} (hn : 1 ≤ n) :
    (Nat.card {s : ZMod n → α // IsStacking s} : ℤ) =
      ((Fintype.card α : ℤ) - 1) ^ n + ((Fintype.card α : ℤ) - 1) * (-1) ^ n := by
  obtain ⟨m, rfl⟩ := Nat.exists_eq_add_of_le' hn
  exact (card_eq_sum (fun (s : Fin (m + 1) → α) (k : Fin (m + 1)) => s k)
    (fun s k => s (k + 1))).trans ((periodic_sum _ m).trans (trace_contact_pow (m + 1)))
```

The proof writes \(n = m+1\), for which `ZMod (m + 1)` is by definition `Fin (m + 1)`, and then chains the three results in this order. The hypothesis `hn : 1 ≤ n` is a real restriction: `ZMod 0` is the set of all integers, so \(n=0\) would describe infinite stackings with no period imposed.

With \(q=3\) this becomes the count for close-packed layers:

\[ \#\{\text{ABC stackings of period } n\} = 2^n + 2(-1)^n . \]

```lean
/-- The number of ABC stacking sequences of close-packed layers with period `n ≥ 1` is
`2 ^ n + 2 (-1) ^ n`. -/
theorem card_closePacked {n : ℕ} (hn : 1 ≤ n) :
    (Nat.card {s : ZMod n → Layer // IsStacking s} : ℤ) = 2 ^ n + 2 * (-1) ^ n := by
  have h := card_periodic (α := Layer) hn
  have h3 : Fintype.card Layer = 3 := rfl
  rw [h3] at h
  rw [h]
  norm_num
```

For \(n=4\) the formula gives \(16+2=18\), which can be checked by listing cases. If \(s(0)=s(2)\), there are 3 choices for this common letter and 2 for each of \(s(1)\) and \(s(3)\), hence 12 stackings. If \(s(0)\neq s(2)\), there are 6 choices for the pair, and \(s(1)\) and \(s(3)\) must both be the third letter, hence 6 more. The recursion for the trace agrees, with \(t_0,\dots,t_4 = 3, 0, 6, 6, 18\).

## The shortest periods

For \(n=1\) the formula gives \(2-2=0\). A single repeated layer would lie directly on its own copy, which the contact rule forbids. For \(n=2\) it gives 6, the ordered pairs of different letters, all of them hcp stackings. For \(n=3\) it gives \(8-2=6\), the orderings of A, B and C. These are the fcc stackings, with two stacking senses and three starting letters.

From \(n=2\) onwards the count is never zero, because

\[ 2^n + 2(-1)^n \ge 4 - 2 > 0 . \]

Among periods \(n \ge 1\), an ABC stacking therefore exists exactly when \(n \ge 2\).

```lean
/-- For `n ≥ 1`, an ABC stacking of period `n` exists exactly when `n` is at least two. -/
theorem exists_closePacked_iff {n : ℕ} (hn : 1 ≤ n) :
    (∃ s : ZMod n → Layer, IsStacking s) ↔ 2 ≤ n := by
  constructor
  · rintro ⟨s, hs⟩
    by_contra hlt
    obtain rfl : n = 1 := by omega
    exact hs 0 (congrArg s (Subsingleton.elim _ _))
  · intro h2
    by_contra hne
    -- an empty set of stackings would contradict the positive count
    have hempty : IsEmpty {s : ZMod n → Layer // IsStacking s} :=
      ⟨fun s => hne ⟨s.1, s.2⟩⟩
    have h := card_closePacked hn
    rw [Nat.card_of_isEmpty, Nat.cast_zero] at h
    have h4 : (2 : ℤ) ^ 2 ≤ 2 ^ n := pow_le_pow_right₀ (by norm_num) h2
    rcases neg_one_pow_eq_or ℤ n with e | e <;> rw [e] at h <;> linarith

end ClosePackedStacking
```

The first half of the proof treats \(n=1\), where \(k+1\) and \(k\) are the same element and the rule would require \(s(0)\neq s(0)\). The second half supposes that no stacking exists. The count would then be zero, which contradicts the formula together with \(2^n \ge 4\); the two signs of \((-1)^n\) are handled separately.

```lean
#print axioms ClosePackedStacking.card_slab
#print axioms ClosePackedStacking.card_closePacked
#print axioms ClosePackedStacking.exists_closePacked_iff
```

```
'ClosePackedStacking.card_slab' depends on axioms: [propext, Classical.choice, Quot.sound]
'ClosePackedStacking.card_closePacked' depends on axioms: [propext, Classical.choice, Quot.sound]
'ClosePackedStacking.exists_closePacked_iff' depends on axioms: [propext, Classical.choice, Quot.sound]
```
